# The second hyperpolarizability of a three-level system can have either sign

Put a molecule in a weak static field $F$ and its ground-state energy shifts as $E(F)=E(0)-\tfrac12\alpha F^2-\tfrac1{24}\gamma F^4+\dots$ when no odd powers occur. The polarizability $\alpha$ of a ground state is never negative. Does the second hyperpolarizability $\gamma$ also have a fixed sign? Three levels are enough to answer no.

## Three levels in a static field

In Lean 4 with Mathlib:

```lean
import Mathlib

open Matrix Filter Topology
open scoped ContDiff

namespace ThreeLevelHyperpolarizability

noncomputable section

/-- Three-level Hamiltonian in a static field `F`: level energies `0, w₁, w₂`, transition
dipoles `d` (between levels 0 and 1) and `e` (between levels 1 and 2). -/
def hamiltonian (w₁ w₂ d e F : ℝ) : Matrix (Fin 3) (Fin 3) ℝ :=
  !![0, -(F * d), 0; -(F * d), w₁, -(F * e); 0, -(F * e), w₂]
```

The levels 0, 1, 2 have energies $0,w_1,w_2$. The field couples 0 to 1 through the real transition dipole $d$, and 1 to 2 through $e$ (a dipole here, not the electron charge). There are no permanent dipoles and no direct 0–2 coupling. `Matrix (Fin 3) (Fin 3) ℝ` is the type of real $3\times3$ matrices.

```lean
/-- The energy levels in the field: all real eigenvalues of the Hamiltonian. -/
def energies (w₁ w₂ d e F : ℝ) : Set ℝ :=
  {x | ∃ v : Fin 3 → ℝ, v ≠ 0 ∧ hamiltonian w₁ w₂ d e F *ᵥ v = x • v}
```

A number $x$ is an energy level if $Hv=xv$ for some nonzero real vector $v$, which need not be normalised. `*ᵥ` is matrix times vector.

```lean
/-- The ground-state energy in the field: the infimum of the energy levels. -/
def groundEnergy (w₁ w₂ d e F : ℝ) : ℝ := sInf (energies w₁ w₂ d e F)
```

The ground energy $E(F)$ is the infimum of the levels; that it is attained is proved below.

```lean
/-- The second hyperpolarizability: minus the fourth field derivative of the ground-state
energy at zero field. -/
def secondHyperpolarizability (w₁ w₂ d e : ℝ) : ℝ :=
  -iteratedDeriv 4 (groundEnergy w₁ w₂ d e) 0
```

This fixes the convention $\gamma=-E''''(0)$, with no factor $1/4!$ absorbed.

```lean
/-- The secular cubic of the three-level Hamiltonian. -/
def secular (w₁ w₂ d e F x : ℝ) : ℝ :=
  x * (x - w₁) * (x - w₂) - F ^ 2 * (e ^ 2 * x + d ^ 2 * (x - w₂))
```

This cubic in $x$, called $S(x)$ below, is $\det(x-H)$.

## The lowest root

```lean
variable {w₁ w₂ : ℝ}

/-- The energy levels are exactly the real roots of the secular cubic. -/
theorem mem_energies_iff (w₁ w₂ d e F x : ℝ) :
    x ∈ energies w₁ w₂ d e F ↔ secular w₁ w₂ d e F x = 0 := by
  have hdet : (hamiltonian w₁ w₂ d e F - x • (1 : Matrix (Fin 3) (Fin 3) ℝ)).det
      = -secular w₁ w₂ d e F x := by
    simp [hamiltonian, secular, Matrix.det_fin_three]
    ring
  rw [← neg_eq_zero, ← hdet, ← Matrix.exists_mulVec_eq_zero_iff]
  simp only [energies, Set.mem_ofPred_eq, Matrix.sub_mulVec, Matrix.smul_mulVec,
    Matrix.one_mulVec, sub_eq_zero]
```

Expanding the determinant gives $\det(H-x)=-S(x)$, and a matrix has a nonzero null vector exactly when its determinant vanishes. So the levels are the real roots of $S$.

```lean
/-- For `w₁, w₂ > 0`, no energy level lies below `-F² (d² + e²) / w₁`. -/
theorem energies_lower_bound (h₁ : 0 < w₁) (h₂ : 0 < w₂) (d e F : ℝ) {x : ℝ}
    (hx : x ∈ energies w₁ w₂ d e F) : -(F ^ 2 * (d ^ 2 + e ^ 2) / w₁) ≤ x := by
  rw [mem_energies_iff, secular] at hx
  by_contra hlt
  have hlt' := not_le.mp hlt
  have hK : 0 ≤ F ^ 2 * (d ^ 2 + e ^ 2) / w₁ := by positivity
  have hKw : F ^ 2 * (d ^ 2 + e ^ 2) / w₁ * w₁ = F ^ 2 * (d ^ 2 + e ^ 2) :=
    div_mul_cancel₀ _ h₁.ne'
  have ha : x * w₁ + F ^ 2 * (d ^ 2 + e ^ 2) < 0 := by
    have := mul_lt_mul_of_pos_right hlt' h₁
    linarith
  have hb : x * (w₁ - x) + F ^ 2 * (d ^ 2 + e ^ 2) < 0 := by nlinarith [sq_nonneg x]
  -- below the bound the secular cubic is strictly negative
  have hc := mul_neg_of_pos_of_neg (show 0 < w₂ - x by linarith) hb
  have hp : 0 ≤ F ^ 2 * e ^ 2 * w₂ := by positivity
  linarith
```

Let $K=F^2(d^2+e^2)/w_1$. The cubic can be regrouped as
$$S(x)=(w_2-x)\left[x(w_1-x)+F^2(d^2+e^2)\right]-F^2e^2w_2 .$$
If $x<-K$, then $xw_1<-F^2(d^2+e^2)$, so the bracket is negative and $S(x)<0$. Such an $x$ is not a root. In the code, `hb` is the sign of the bracket and `hc` that of the product.

```lean
/-- For `w₁, w₂ > 0` the ground-state energy is the lowest eigenvalue of the Hamiltonian,
and it is not positive. -/
theorem groundEnergy_isLeast (h₁ : 0 < w₁) (h₂ : 0 < w₂) (d e F : ℝ) :
    IsLeast (energies w₁ w₂ d e F) (groundEnergy w₁ w₂ d e F) ∧
      groundEnergy w₁ w₂ d e F ≤ 0 := by
  have hcont : Continuous (secular w₁ w₂ d e F) := by unfold secular; fun_prop
  have hclosed : IsClosed (energies w₁ w₂ d e F) := by
    rw [show energies w₁ w₂ d e F = {x | secular w₁ w₂ d e F x = 0} from
      Set.ext (mem_energies_iff w₁ w₂ d e F)]
    exact isClosed_eq hcont continuous_const
  have hbdd : BddBelow (energies w₁ w₂ d e F) :=
    ⟨_, fun _ hx => energies_lower_bound h₁ h₂ d e F hx⟩
  -- the cubic changes sign between `-K` and `0`
  obtain ⟨K, hK, hKw⟩ : ∃ K : ℝ, 0 ≤ K ∧ K * w₁ = F ^ 2 * (d ^ 2 + e ^ 2) :=
    ⟨F ^ 2 * (d ^ 2 + e ^ 2) / w₁, by positivity, div_mul_cancel₀ _ h₁.ne'⟩
  have hleft : secular w₁ w₂ d e F (-K) ≤ 0 := by
    have hid : secular w₁ w₂ d e F (-K) = -((w₂ + K) * K ^ 2 + F ^ 2 * e ^ 2 * w₂) := by
      unfold secular
      linear_combination (-(w₂ + K)) * hKw
    rw [hid]
    exact neg_nonpos.mpr (by positivity)
  have hright : 0 ≤ secular w₁ w₂ d e F 0 := by
    have hid : secular w₁ w₂ d e F 0 = F ^ 2 * d ^ 2 * w₂ := by unfold secular; ring
    rw [hid]
    positivity
  obtain ⟨x, hx, hx0⟩ := intermediate_value_Icc (neg_nonpos.mpr hK) hcont.continuousOn
    ⟨hleft, hright⟩
  have hmem := (mem_energies_iff w₁ w₂ d e F x).mpr hx0
  exact ⟨⟨hclosed.csInf_mem ⟨x, hmem⟩ hbdd, fun _ hy => csInf_le hbdd hy⟩,
    (csInf_le hbdd hmem).trans hx.2⟩
```

At the ends of $[-K,0]$,
$$S(-K)=-(w_2+K)K^2-F^2e^2w_2\le0,\qquad S(0)=F^2d^2w_2\ge0 .$$
The intermediate value theorem gives a root between them. The set of roots is closed and bounded below, so its infimum is a root: $E(F)$ is the lowest eigenvalue, and $E(F)\le0$.

```lean
/-- For `w₁, w₂ > 0` the ground-state energy is a real-analytic function of the field
near zero field. -/
theorem groundEnergy_analyticAt (h₁ : 0 < w₁) (h₂ : 0 < w₂) (d e : ℝ) :
    AnalyticAt ℝ (groundEnergy w₁ w₂ d e) 0 := by
  have hlim : Tendsto (groundEnergy w₁ w₂ d e) (𝓝 0) (𝓝 0) := by
    have hb : Tendsto (fun F : ℝ => -(F ^ 2 * (d ^ 2 + e ^ 2) / w₁)) (𝓝 0) (𝓝 0) := by
      have hc : Continuous (fun F : ℝ => -(F ^ 2 * (d ^ 2 + e ^ 2) / w₁)) := by fun_prop
      simpa using hc.tendsto 0
    exact tendsto_of_tendsto_of_tendsto_of_le_of_le hb tendsto_const_nhds
      (fun F => energies_lower_bound h₁ h₂ d e F (groundEnergy_isLeast h₁ h₂ d e F).1.1)
      (fun F => (groundEnergy_isLeast h₁ h₂ d e F).2)
  -- invert the map (x, F) ↦ (secular cubic, F) near the origin
  let Φ : ℝ × ℝ → ℝ × ℝ := fun z => (z.1 * ((z.1 - w₁) * (z.1 - w₂)) -
    z.2 * (z.2 * (e ^ 2 * z.1 + d ^ 2 * (z.1 - w₂))), z.2)
  let L : (ℝ × ℝ) ≃L[ℝ] (ℝ × ℝ) :=
    (ContinuousLinearEquiv.unitsEquivAut ℝ (Units.mk0 (w₁ * w₂) (by positivity))).prodCongr
      (ContinuousLinearEquiv.refl ℝ ℝ)
  have hx : HasFDerivAt (fun z : ℝ × ℝ => z.1) (ContinuousLinearMap.fst ℝ ℝ ℝ) 0 :=
    hasFDerivAt_fst
  have hy : HasFDerivAt (fun z : ℝ × ℝ => z.2) (ContinuousLinearMap.snd ℝ ℝ ℝ) 0 :=
    hasFDerivAt_snd
  have hq := (hx.mul ((hx.sub_const w₁).mul (hx.sub_const w₂))).sub
    (hy.mul (hy.mul ((hx.const_mul (e ^ 2)).add ((hx.sub_const w₂).const_mul (d ^ 2)))))
  have hΦ' : HasFDerivAt Φ (L : (ℝ × ℝ) →L[ℝ] (ℝ × ℝ)) 0 :=
    (hq.prodMk hy).congr_fderiv (ContinuousLinearMap.ext fun v =>
      Prod.ext (by simp [L, mul_comm]) (by simp [L]))
  have hΦ : ContDiffAt ℝ ω Φ 0 := by
    apply ContDiff.contDiffAt
    fun_prop
  obtain ⟨g, hg, hl⟩ : ∃ g : ℝ × ℝ → ℝ × ℝ, ContDiffAt ℝ ω g (Φ 0) ∧
      ∀ᶠ z in 𝓝 (0 : ℝ × ℝ), g (Φ z) = z :=
    ⟨_, hΦ.to_localInverse hΦ' (by simp),
      (hΦ.hasStrictFDerivAt' hΦ' (by simp)).eventually_left_inverse⟩
  rw [show Φ 0 = ((0 : ℝ), (0 : ℝ)) by simp [Φ]] at hg
  have hcomp : ContDiffAt ℝ ω (fun F : ℝ => (g ((0 : ℝ), F)).1) 0 :=
    (ContDiffAt.comp (0 : ℝ) hg (contDiffAt_const.prodMk contDiffAt_id)).fst
  have hpair : Tendsto (fun F : ℝ => (groundEnergy w₁ w₂ d e F, F)) (𝓝 0)
      (𝓝 (0 : ℝ × ℝ)) := hlim.prodMk_nhds tendsto_id
  refine hcomp.analyticAt.congr ?_
  filter_upwards [hpair.eventually hl] with F hF
  have hs := (mem_energies_iff w₁ w₂ d e F _).mp (groundEnergy_isLeast h₁ h₂ d e F).1.1
  have hval : Φ (groundEnergy w₁ w₂ d e F, F) = (0, F) := by
    refine Prod.ext ?_ rfl
    change _ - _ = (0 : ℝ)
    unfold secular at hs
    linear_combination hs
  rw [hval] at hF
  exact congrArg Prod.fst hF
```

Since $-K\le E(F)\le0$, $E(F)\to0$ as $F\to0$. The map $\Phi(x,F)=(S,F)$ has derivative $\mathrm{diag}(w_1w_2,1)$ at the origin, which is invertible, so $\Phi$ has an analytic local inverse. As $\Phi(E(F),F)=(0,F)$, applying that inverse to $(0,F)$ returns $(E(F),F)$ for small $F$, so $E$ is analytic near zero field.

This can fail when levels 0 and 1 are degenerate. For $w_1=0$, $w_2=1$, $d=1$, $e=0$ the levels are $\pm F$ and $1$, so $E(F)=-|F|$ near zero, a linear Stark effect with a kink. Hence $w_1>0$ can't be relaxed to $w_1\ge0$.

## The quartic coefficient

```lean
/-- For `w₁, w₂ > 0` the ground-state energy near zero field is `-(d²/w₁) F² + F⁴ g(F)`,
with `g` analytic at zero and `g(0) = -(d²/w₁²)(e²/w₂ - d²/w₁)`. -/
theorem groundEnergy_expansion (h₁ : 0 < w₁) (h₂ : 0 < w₂) (d e : ℝ) :
    ∃ g : ℝ → ℝ, AnalyticAt ℝ g 0 ∧
      g 0 = -(d ^ 2 / w₁ ^ 2 * (e ^ 2 / w₂ - d ^ 2 / w₁)) ∧
      ∀ᶠ F in 𝓝 0, groundEnergy w₁ w₂ d e F = -(d ^ 2 / w₁) * F ^ 2 + F ^ 4 * g F := by
  have hE := groundEnergy_analyticAt h₁ h₂ d e
  have hs := fun F => (mem_energies_iff w₁ w₂ d e F _).mp
    (groundEnergy_isLeast h₁ h₂ d e F).1.1
  have h0 : groundEnergy w₁ w₂ d e 0 = 0 := by
    have hlow := energies_lower_bound h₁ h₂ d e 0 (groundEnergy_isLeast h₁ h₂ d e 0).1.1
    exact le_antisymm (groundEnergy_isLeast h₁ h₂ d e 0).2 (by simpa using hlow)
  generalize groundEnergy w₁ w₂ d e = E at hE hs h0 ⊢
  -- the secular equation reads `E D = -F² d² w₂`
  obtain ⟨D, hDa, hD⟩ : ∃ D : ℝ → ℝ, AnalyticAt ℝ D 0 ∧
      ∀ F, D F = (E F - w₁) * (E F - w₂) - F ^ 2 * (d ^ 2 + e ^ 2) :=
    ⟨fun F => (E F - w₁) * (E F - w₂) - F ^ 2 * (d ^ 2 + e ^ 2), by fun_prop, fun _ => rfl⟩
  have hD0 : D 0 = w₁ * w₂ := by rw [hD, h0]; ring
  have hDne : D 0 ≠ 0 := by rw [hD0]; positivity
  obtain ⟨u, hua, hu⟩ : ∃ u : ℝ → ℝ, AnalyticAt ℝ u 0 ∧ ∀ F, u F = -(d ^ 2 * w₂) / D F :=
    ⟨fun F => -(d ^ 2 * w₂) / D F, analyticAt_const.div hDa hDne, fun _ => rfl⟩
  have hN : AnalyticAt ℝ (fun F => d ^ 2 *
      (F ^ 2 * u F ^ 2 - (w₁ + w₂) * u F - (d ^ 2 + e ^ 2))) 0 := by fun_prop
  refine ⟨fun F => d ^ 2 * (F ^ 2 * u F ^ 2 - (w₁ + w₂) * u F - (d ^ 2 + e ^ 2)) /
    (w₁ * D F), hN.div (analyticAt_const.mul hDa) (mul_ne_zero h₁.ne' hDne), ?_, ?_⟩
  · simp only [hu, hD0]
    field_simp
    ring
  · filter_upwards [hDa.continuousAt.eventually_ne hDne] with F hF
    have e1 : E F * D F = -(F ^ 2 * d ^ 2 * w₂) := by
      have := hs F
      unfold secular at this
      rw [hD]
      linear_combination this
    have e2 : u F * D F = -(d ^ 2 * w₂) := by rw [hu]; exact div_mul_cancel₀ _ hF
    have e3 : E F = F ^ 2 * u F :=
      mul_right_cancel₀ hF (by linear_combination e1 - F ^ 2 * e2)
    -- insert `E = F² u` into `D` once more
    have e4 : F ^ 2 * (F ^ 2 * u F ^ 2 - (w₁ + w₂) * u F - (d ^ 2 + e ^ 2))
        = D F - w₁ * w₂ := by
      rw [hD]
      linear_combination (w₁ + w₂ - E F - F ^ 2 * u F) * e3
    have hw := h₁.ne'
    field_simp
    linear_combination w₁ * e1 - F ^ 2 * d ^ 2 * e4
```

Write the secular equation as $E\,D=-F^2d^2w_2$ with
$$D=(E-w_1)(E-w_2)-F^2(d^2+e^2),\qquad D(0)=w_1w_2 .$$
Near zero field $D\ne0$, so $E=F^2u$ with $u=-d^2w_2/D$. Inserting this into $D$ gives
$$D-w_1w_2=F^2\left[F^2u^2-(w_1+w_2)u-(d^2+e^2)\right].$$
Therefore
$$E+\frac{d^2}{w_1}F^2=F^2d^2\,\frac{D-w_1w_2}{w_1D}=F^4g(F),$$
$$g(F)=\frac{d^2\left[F^2u^2-(w_1+w_2)u-(d^2+e^2)\right]}{w_1D}.$$
With $u(0)=-d^2/w_1$,
$$g(0)=\frac{d^2}{w_1^2w_2}\left[\frac{w_2d^2}{w_1}-e^2\right]=-\frac{d^2}{w_1^2}\left(\frac{e^2}{w_2}-\frac{d^2}{w_1}\right).$$
The equations `e1` to `e4` are these steps, and `∀ᶠ F in 𝓝 0` means "for all $F$ close enough to 0".

```lean
/-- For `g` analytic at zero, the `n`-th derivative of `xⁿ g(x)` at zero is `n! g(0)`. -/
theorem iteratedDeriv_pow_mul (n : ℕ) : ∀ g : ℝ → ℝ, AnalyticAt ℝ g 0 →
    iteratedDeriv n (fun x => x ^ n * g x) 0 = n.factorial * g 0 := by
  induction n with
  | zero => intro g _; simp
  | succ n ih =>
    intro g hg
    have h : deriv (fun x => x ^ (n + 1) * g x) =ᶠ[𝓝 0]
        fun x => x ^ n * (((n : ℝ) + 1) * g x + x * deriv g x) := by
      filter_upwards [hg.eventually_analyticAt] with x hx
      rw [((hasDerivAt_pow (n + 1) x).fun_mul hx.differentiableAt.hasDerivAt).deriv,
        Nat.add_sub_cancel]
      push_cast
      ring
    rw [iteratedDeriv_succ', h.iteratedDeriv_eq n,
      ih (fun x => ((n : ℝ) + 1) * g x + x * deriv g x)
        ((analyticAt_const.mul hg).add (analyticAt_id.mul hg.deriv)), Nat.factorial_succ]
    push_cast
    ring
```

The proof is by induction: $(x^{n+1}g)'=x^n\left[(n+1)g+xg'\right]$, and the bracket equals $(n+1)g(0)$ at zero.

```lean
/-- For `w₁, w₂ > 0` the linear polarizability, minus the second field derivative of the
ground-state energy at zero field, is `2 d² / w₁`. -/
theorem polarizability_eq (h₁ : 0 < w₁) (h₂ : 0 < w₂) (d e : ℝ) :
    -iteratedDeriv 2 (groundEnergy w₁ w₂ d e) 0 = 2 * d ^ 2 / w₁ := by
  obtain ⟨g, hg, -, hE⟩ := groundEnergy_expansion h₁ h₂ d e
  have h : groundEnergy w₁ w₂ d e =ᶠ[𝓝 0]
      fun F => F ^ 2 * (-(d ^ 2 / w₁) + F ^ 2 * g F) := by
    filter_upwards [hE] with F hF
    rw [hF]
    ring
  rw [h.iteratedDeriv_eq 2, iteratedDeriv_pow_mul 2
    (fun F => -(d ^ 2 / w₁) + F ^ 2 * g F) (by fun_prop)]
  norm_num [Nat.factorial]
  ring
```

Writing $E=F^2\left[-d^2/w_1+F^2g\right]$ and using the lemma with $n=2$ gives $\alpha=-E''(0)=2d^2/w_1$.

```lean
/-- For `w₁, w₂ > 0` the second hyperpolarizability of the three-level system is
`24 (d²/w₁²)(e²/w₂ - d²/w₁)`. -/
theorem secondHyperpolarizability_eq (h₁ : 0 < w₁) (h₂ : 0 < w₂) (d e : ℝ) :
    secondHyperpolarizability w₁ w₂ d e
      = 24 * (d ^ 2 / w₁ ^ 2) * (e ^ 2 / w₂ - d ^ 2 / w₁) := by
  obtain ⟨g, hg, hg0, hE⟩ := groundEnergy_expansion h₁ h₂ d e
  have h : groundEnergy w₁ w₂ d e =ᶠ[𝓝 0]
      (fun F => -(d ^ 2 / w₁) * F ^ 2) + (fun F => F ^ 4 * g F) := hE
  have ha : AnalyticAt ℝ (fun F : ℝ => -(d ^ 2 / w₁) * F ^ 2) 0 := by fun_prop
  have hb : AnalyticAt ℝ (fun F : ℝ => F ^ 4 * g F) 0 := by fun_prop
  -- the quadratic term has no fourth derivative
  have hquad : iteratedDeriv 4 (fun F : ℝ => -(d ^ 2 / w₁) * F ^ 2) 0 = 0 := by
    have d1 : deriv (fun F : ℝ => -(d ^ 2 / w₁) * F ^ 2)
        = fun F => -(d ^ 2 / w₁) * 2 * F := by
      funext F
      exact (((hasDerivAt_pow 2 F).const_mul (-(d ^ 2 / w₁))).congr_deriv
        (by norm_num; ring)).deriv
    have d2 : deriv (fun F : ℝ => -(d ^ 2 / w₁) * 2 * F)
        = fun _ => -(d ^ 2 / w₁) * 2 := by
      funext F
      exact (((hasDerivAt_id' F).const_mul (-(d ^ 2 / w₁) * 2)).congr_deriv
        (by ring)).deriv
    rw [iteratedDeriv_succ', d1, iteratedDeriv_succ', d2, iteratedDeriv_succ',
      deriv_const', iteratedDeriv_succ', deriv_const', iteratedDeriv_zero]
  rw [secondHyperpolarizability, h.iteratedDeriv_eq 4,
    iteratedDeriv_add ha.contDiffAt hb.contDiffAt, hquad, iteratedDeriv_pow_mul 4 g hg, hg0]
  norm_num [Nat.factorial]
  ring
```

The quadratic term has no fourth derivative, and the lemma with $n=4$ handles the rest:
$$\gamma=-24\,g(0)=24\,\frac{d^2}{w_1^2}\left(\frac{e^2}{w_2}-\frac{d^2}{w_1}\right).$$
The formula gives an exact value against which a finite-field differentiation routine can be tested on this model. It leaves out further states, permanent dipoles and a direct 0–2 coupling, all of which can contribute to $\gamma$ in a real molecule.

```lean
/-- For `w₁, w₂ > 0` and `d ≠ 0`, the second hyperpolarizability is positive exactly when
`d² w₂ < e² w₁` and negative exactly when `e² w₁ < d² w₂`. -/
theorem secondHyperpolarizability_sign (h₁ : 0 < w₁) (h₂ : 0 < w₂) {d : ℝ} (hd : d ≠ 0)
    (e : ℝ) :
    (0 < secondHyperpolarizability w₁ w₂ d e ↔ d ^ 2 * w₂ < e ^ 2 * w₁) ∧
      (secondHyperpolarizability w₁ w₂ d e < 0 ↔ e ^ 2 * w₁ < d ^ 2 * w₂) := by
  have hc : 0 < 24 * (d ^ 2 / w₁ ^ 2) := by positivity
  rw [secondHyperpolarizability_eq h₁ h₂]
  constructor
  · rw [mul_pos_iff_of_pos_left hc, sub_pos, div_lt_div_iff₀ h₁ h₂]
  · rw [← neg_pos, ← mul_neg, neg_sub, mul_pos_iff_of_pos_left hc, sub_pos,
      div_lt_div_iff₀ h₂ h₁]

end

end ThreeLevelHyperpolarizability
```

For $d\ne0$ the prefactor is positive, so the bracket decides the sign; clearing denominators compares $d^2w_2$ with $e^2w_1$. If $d=0$ and $e\ne0$, the first equivalence fails, because $\gamma=0$ although $0<e^2w_1$.

Take $w_1=1$, $w_2=2$, $d=1$. With $e=2$, $\gamma=24(2-1)=24$; with $e=1$, $\gamma=24(\tfrac12-1)=-12$. In both cases $\alpha=2$: the coupling to the upper level changes the sign of $\gamma$ and leaves the linear response untouched.

```lean
#print axioms ThreeLevelHyperpolarizability.polarizability_eq
#print axioms ThreeLevelHyperpolarizability.secondHyperpolarizability_eq
#print axioms ThreeLevelHyperpolarizability.secondHyperpolarizability_sign
```

```
'ThreeLevelHyperpolarizability.polarizability_eq' depends on axioms: [propext, Classical.choice, Quot.sound]
'ThreeLevelHyperpolarizability.secondHyperpolarizability_eq' depends on axioms: [propext, Classical.choice, Quot.sound]
'ThreeLevelHyperpolarizability.secondHyperpolarizability_sign' depends on axioms: [propext, Classical.choice, Quot.sound]
```
